# The largest squared Frobenius distance between real relaxed N-particle density matrices in M orbitals is 2 min(N, M − N)

A damped self-consistent-field step replaces the current density matrix $D$ by $D+t(Q-D)$, where $Q$ is the density matrix obtained from the Fock matrix of $D$ and $0\le t\le 1$. The squared Frobenius length of this step is $t^2\lVert Q-D\rVert_F^2$. A bound on $\lVert Q-D\rVert_F^2$ that holds for every admissible pair therefore limits the step before either matrix is known, and it can enter an estimate of the second-order energy change in optimal damping.

For an integer number $N\le M$ of particles in $M$ real orthonormal orbitals, let $D$ and $Q$ be any two real symmetric density matrices of trace $N$ with occupations between 0 and 1, whether or not $Q$ comes from the Fock matrix of $D$. The best bound valid for all these pairs is

$$\lVert D-Q\rVert_F^2\le 2\min(N,M-N).$$

The damped step then has squared length at most $2t^2\min(N,M-N)$; this rescaling is done here by hand and is not among the Lean theorems below. The bound concerns the geometry of the density set in a finite basis. It does not say whether an iteration converges.

## Real density matrices with fractional occupations

The orbitals are labelled by a finite type `n`, whose number of elements `Fintype.card n` is $M$. Matrices have real entries.

```lean
import Mathlib

open Matrix

namespace RelaxedDensityDiameter

noncomputable section

variable {n : Type*} [Fintype n] [DecidableEq n]
```

For a real vector $x$, the code uses the unnormalised expectation value $x^{\mathsf T}Ax$. For $x\ne0$ the normalised value is $x^{\mathsf T}Ax/x^{\mathsf T}x$, which has the same sign, so conditions of non-negativity are unaffected.

```lean
/-- The quadratic form `xᵀ A x`. For a normalised real orbital `x` it is the expectation value of
`A`. -/
def expect (A : Matrix n n ℝ) (x : n → ℝ) : ℝ := x ⬝ᵥ A *ᵥ x
```

The squared Frobenius norm is $\lVert A\rVert_F^2=\sum_{i,j}A_{ij}^2$. The code works with this square throughout and takes no root.

```lean
/-- The squared Frobenius norm, the sum of the squares of all entries. -/
def frobSq (A : Matrix n n ℝ) : ℝ := ∑ i, ∑ j, A i j ^ 2
```

A relaxed density matrix is a symmetric $D$ with

$$0\le x^{\mathsf T}Dx\le x^{\mathsf T}x\quad\text{for all }x,\qquad \operatorname{tr}D=N.$$

For symmetric $D$ the inequalities say that all eigenvalues, the natural occupations, lie in $[0,1]$. This is the Pauli bound for spin orbitals, or for the spatial orbitals of one spin channel. Idempotency, which would force each occupation to be 0 or 1, is not required.

In `IsRelaxedDensity`, the fields `nonneg` and `le_one` are the two inequalities, the second written as non-negativity of $1-D$. The trace `N` is a real number here, so the upper bound also covers fractional particle number. The basis is orthonormal; a density matrix in overlapping atomic orbitals has to be transformed to such a basis first.

```lean
/-- A relaxed one-particle density matrix in a real orthonormal basis: symmetric, with
`0 ≤ D ≤ 1` as quadratic forms, and with trace `N`. -/
structure IsRelaxedDensity (N : ℝ) (D : Matrix n n ℝ) : Prop where
  symm : D.IsSymm
  nonneg : ∀ x, 0 ≤ expect D x
  le_one : ∀ x, 0 ≤ expect (1 - D) x
  trace_eq : D.trace = N
```

## Positive matrices have a non-negative trace product

A real symmetric $A$ has an orthonormal set of eigenvectors $u_i$ with eigenvalues $d_i$. With the $u_i$ as columns of $U$,

$$UU^{\mathsf T}=1,\qquad AU=U\operatorname{diag}(d).$$

The proof takes the eigenvectors and eigenvalues from Mathlib's spectral theorem for Hermitian matrices and, since the entries are real, turns conjugate transposes into transposes. The second equation is the eigenvalue equation read column by column.

```lean
/-- A real symmetric matrix is diagonalised by an orthogonal matrix. -/
theorem exists_diagonalisation {A : Matrix n n ℝ} (hA : A.IsSymm) :
    ∃ (U : Matrix n n ℝ) (d : n → ℝ), U * Uᵀ = 1 ∧ A * U = U * diagonal d := by
  have hH : A.IsHermitian := by
    rw [Matrix.IsHermitian, Matrix.conjTranspose_eq_transpose_of_trivial]
    exact hA
  have hU := Matrix.mem_unitaryGroup_iff.mp hH.eigenvectorUnitary.2
  rw [Matrix.star_eq_conjTranspose, Matrix.conjTranspose_eq_transpose_of_trivial] at hU
  refine ⟨_, hH.eigenvalues, hU, ?_⟩
  ext i j
  have h := congrFun (hH.mulVec_eigenvectorBasis j) i
  rw [Matrix.mul_diagonal, Matrix.mul_apply]
  simp only [Matrix.IsHermitian.eigenvectorUnitary_apply]
  exact h.trans (mul_comm _ _)
```

Now let $A$ and $B$ have non-negative expectation values, with $A$ symmetric. Inserting $UU^{\mathsf T}=1$ and cycling the trace gives

$$\operatorname{tr}AB=\operatorname{tr}\bigl(\operatorname{diag}(d)\,U^{\mathsf T}BU\bigr)=\sum_i d_i\,u_i^{\mathsf T}Bu_i .$$

Each $d_i=u_i^{\mathsf T}Au_i$ is non-negative, and so is each $u_i^{\mathsf T}Bu_i$. Hence $\operatorname{tr}AB\ge0$.

In the proof, `quad` identifies the diagonal entries of $U^{\mathsf T}CU$ with expectation values, `hd` gives $d_i\ge0$, and `key` is the change of basis under the trace. The last line adds up non-negative products.

```lean
/-- The trace of the product of two positive matrices, one of them symmetric, is
non-negative. -/
theorem trace_mul_nonneg {A B : Matrix n n ℝ} (hA : A.IsSymm)
    (pA : ∀ x, 0 ≤ expect A x) (pB : ∀ x, 0 ≤ expect B x) : 0 ≤ (A * B).trace := by
  obtain ⟨U, d, hU, hAU⟩ := exists_diagonalisation hA
  have quad : ∀ (C : Matrix n n ℝ) (i : n),
      (Uᵀ * (C * U)) i i = expect C (fun k => U k i) := by
    intro C i
    simp only [expect, Matrix.mul_apply, Matrix.mulVec, dotProduct, Matrix.transpose_apply]
  have hd : ∀ i, 0 ≤ d i := by
    intro i
    have h := quad A i
    rw [hAU, ← Matrix.mul_assoc, mul_eq_one_comm.mp hU, Matrix.one_mul,
      Matrix.diagonal_apply_eq] at h
    rw [h]
    exact pA _
  -- evaluate the trace in the eigenbasis of `A`
  have key : (A * B).trace = (diagonal d * (Uᵀ * (B * U))).trace := by
    calc (A * B).trace = (A * U * (Uᵀ * B)).trace := by
          rw [Matrix.mul_assoc A U, ← Matrix.mul_assoc U, hU, Matrix.one_mul]
      _ = _ := by
          rw [hAU, Matrix.mul_assoc, Matrix.trace_mul_comm]
          simp only [Matrix.mul_assoc]
  rw [key]
  simp only [Matrix.trace, Matrix.diag_apply, Matrix.diagonal_mul, quad]
  exact Finset.sum_nonneg fun i _ => mul_nonneg (hd i) (pB _)
```

## What separates the squared distance from 2N

Since $D-Q$ is symmetric, $(D-Q)_{ij}^2=(D-Q)_{ij}(D-Q)_{ji}$, and the sum over $i,j$ is a trace:

$$\lVert D-Q\rVert_F^2=\operatorname{tr}(D-Q)^2=\operatorname{tr}D^2+\operatorname{tr}Q^2-2\operatorname{tr}DQ .$$

The trace condition gives $\operatorname{tr}D^2=N-\operatorname{tr}D(1-D)$, and likewise for $Q$. Substitution yields

$$2N-\lVert D-Q\rVert_F^2=\operatorname{tr}D(1-D)+\operatorname{tr}Q(1-Q)+2\operatorname{tr}DQ .$$

The first two terms measure how far each matrix is from being idempotent, and the third is twice the overlap of the two densities. `hF` establishes the trace form of the norm; the remaining lines expand the products, use $\operatorname{tr}QD=\operatorname{tr}DQ$ and insert the two traces.

```lean
/-- The gap between `2N` and the squared distance of two relaxed densities is the sum of
their idempotency defects and twice their overlap. -/
theorem distance_defect {N : ℝ} {D Q : Matrix n n ℝ}
    (hD : IsRelaxedDensity N D) (hQ : IsRelaxedDensity N Q) :
    2 * N - frobSq (D - Q) =
      (D * (1 - D)).trace + (Q * (1 - Q)).trace + 2 * (D * Q).trace := by
  -- for a symmetric matrix the squared norm is the trace of the square
  have hF : frobSq (D - Q) = ((D - Q) * (D - Q)).trace := by
    simp only [frobSq, Matrix.trace, Matrix.diag_apply, Matrix.mul_apply]
    refine Finset.sum_congr rfl fun i _ => Finset.sum_congr rfl fun j _ => ?_
    rw [(hD.symm.sub hQ.symm).apply i j, pow_two]
  rw [hF]
  simp only [Matrix.sub_mul, Matrix.mul_sub, Matrix.mul_one, Matrix.trace_sub]
  rw [Matrix.trace_mul_comm Q D, hD.trace_eq, hQ.trace_eq]
  ring
```

## Particles and holes give two bounds

The hole matrix $1-D$ is symmetric, and its occupations are one minus those of $D$. Its trace is $M-N$. It is therefore a relaxed density for $M-N$ particles, with the two positivity conditions exchanged.

```lean
/-- The hole matrix `1 - D` is a relaxed density whose trace is the number of orbitals
minus `N`. -/
theorem IsRelaxedDensity.hole {N : ℝ} {D : Matrix n n ℝ} (hD : IsRelaxedDensity N D) :
    IsRelaxedDensity (Fintype.card n - N) (1 - D) where
  symm := Matrix.isSymm_one.sub hD.symm
  nonneg := hD.le_one
  le_one := fun x => by rw [sub_sub_cancel]; exact hD.nonneg x
  trace_eq := by rw [Matrix.trace_sub, Matrix.trace_one, hD.trace_eq]
```

In the identity for $2N-\lVert D-Q\rVert_F^2$, every term on the right is the trace of a product of two positive matrices. The trace lemma, applied to the pairs $(D,1-D)$, $(Q,1-Q)$ and $(D,Q)$, gives

$$\lVert D-Q\rVert_F^2\le 2N .$$

These three applications are `h1`, `h2` and `h3`, and `linarith` combines them with the identity.

```lean
/-- Two relaxed densities with the same trace `N` have squared distance at most `2N`. -/
theorem frobSq_sub_le_particles {N : ℝ} {D Q : Matrix n n ℝ}
    (hD : IsRelaxedDensity N D) (hQ : IsRelaxedDensity N Q) : frobSq (D - Q) ≤ 2 * N := by
  have h := distance_defect hD hQ
  have h1 := trace_mul_nonneg hD.symm hD.nonneg hD.le_one
  have h2 := trace_mul_nonneg hQ.symm hQ.nonneg hQ.le_one
  have h3 := trace_mul_nonneg hD.symm hD.nonneg hQ.nonneg
  linarith only [h, h1, h2, h3]
```

The same bound for the hole matrices reads

$$\lVert(1-Q)-(1-D)\rVert_F^2\le2(M-N).$$

The difference on the left is $D-Q$, so the squared distance is at most $2N$ and at most $2(M-N)$, and hence at most twice the smaller of $N$ and $M-N$. The proof applies the particle bound to the holes and then treats the two possible values of the minimum separately.

```lean
/-- Two relaxed densities with the same trace `N` in `M` orbitals have squared Frobenius
distance at most `2 min(N, M - N)`. -/
theorem frobSq_sub_le {N : ℝ} {D Q : Matrix n n ℝ}
    (hD : IsRelaxedDensity N D) (hQ : IsRelaxedDensity N Q) :
    frobSq (D - Q) ≤ 2 * min N (Fintype.card n - N) := by
  -- the holes have the same distance as the particles
  have h2 := frobSq_sub_le_particles hQ.hole hD.hole
  have e : (1 - Q) - (1 - D) = D - Q := sub_sub_sub_cancel_left _ _ _
  rw [e] at h2
  rcases min_choice N ((Fintype.card n : ℝ) - N) with h | h <;> rw [h]
  · exact frobSq_sub_le_particles hD hQ
  · exact h2
```

## Filling from opposite ends attains the bound

For a symmetric idempotent $P$,

$$x^{\mathsf T}Px=x^{\mathsf T}P^2x=(Px)^{\mathsf T}(Px)\ge0 .$$

The matrix $1-P$ is also symmetric and idempotent, since $(1-P)^2=1-2P+P^2=1-P$, so the same argument gives $x^{\mathsf T}(1-P)x\ge0$. With trace $N$, $P$ is thus a relaxed density. In the proof `pos` is the argument for a general symmetric idempotent, and it is used for both $P$ and $1-P$.

```lean
/-- A symmetric idempotent matrix of trace `N` is a relaxed density. -/
theorem isRelaxedDensity_of_projector {N : ℝ} {P : Matrix n n ℝ} (hP : P.IsSymm)
    (h : P * P = P) (ht : P.trace = N) : IsRelaxedDensity N P := by
  have pos : ∀ A : Matrix n n ℝ, A.IsSymm → A * A = A → ∀ x, 0 ≤ expect A x := by
    intro A hA hi x
    have e : expect A x = (A *ᵥ x) ⬝ᵥ (A *ᵥ x) := by
      calc expect A x = x ⬝ᵥ A *ᵥ (A *ᵥ x) := by rw [Matrix.mulVec_mulVec, hi, expect]
        _ = _ := by rw [Matrix.dotProduct_mulVec, ← Matrix.mulVec_transpose, hA.eq]
    rw [e]
    exact Finset.sum_nonneg fun i _ => mul_self_nonneg _
  refine ⟨hP, pos P hP h, pos _ (Matrix.isSymm_one.sub hP) ?_, ht⟩
  rw [sub_mul, one_mul, mul_sub, mul_one, h, sub_self, sub_zero]
```

Let $N$ now be an integer with $0\le N\le M$, and number the orbitals $i=0,\dots,M-1$, as Lean's `Fin M` does. Define occupations $f_i=1$ for $i<N$ and $f_i=0$ otherwise.

```lean
/-- Occupations of `M` orbitals in which the first `N` are filled. -/
def filled (M N : ℕ) (i : Fin M) : ℝ := if (i : ℕ) < N then 1 else 0
```

The first density matrix is $\operatorname{diag}(f)$, with the first $N$ orbitals filled.

```lean
/-- The diagonal density matrix with the first `N` of `M` orbitals filled. -/
def lowFilled (M N : ℕ) : Matrix (Fin M) (Fin M) ℝ := diagonal (filled M N)
```

The second is $\operatorname{diag}(g)$ with $g_i=f_{M-1-i}$, so that the last $N$ orbitals are filled. The reversal $i\mapsto M-1-i$ is `i.rev` in the code.

```lean
/-- The diagonal density matrix with the last `N` of `M` orbitals filled. -/
def highFilled (M N : ℕ) : Matrix (Fin M) (Fin M) ℝ := diagonal fun i => filled M N i.rev
```

Both sets of occupations sum to $N$, and $f_i^2=f_i$, $g_i^2=g_i$. The squared distance is

$$\sum_i(f_i-g_i)^2=\sum_i(f_i+g_i-2f_ig_i).$$

If $2N\le M$, no orbital is filled in both matrices. Then $f_ig_i=0$ and the sum is $2N$. If $M\le2N$, no orbital is empty in both. Then $(1-f_i)(1-g_i)=0$, so $f_ig_i=f_i+g_i-1$, each term equals $2-(f_i+g_i)$, and the sum is $2M-2N$. In both cases the result is $2\min(N,M-N)$. For $N=0$ or $N=M$ the two matrices coincide and the distance is zero.

The proof follows this count. `hs` and `hr` are the two occupation sums, `mk` shows that each diagonal matrix is an idempotent relaxed density, and `dist` reduces the double sum of the norm to the diagonal. `pt` contains the two formulas for $(f_i-g_i)^2$, found by checking which orbitals are filled; `omega` excludes the combinations that the integer inequalities forbid.

```lean
/-- Filling the first `N` or the last `N` of `M` orbitals gives two idempotent relaxed
densities at squared distance exactly `2 min(N, M - N)`. -/
theorem extremal_pair {M N : ℕ} (hN : N ≤ M) :
    (IsRelaxedDensity N (lowFilled M N) ∧ lowFilled M N * lowFilled M N = lowFilled M N) ∧
    (IsRelaxedDensity N (highFilled M N) ∧
      highFilled M N * highFilled M N = highFilled M N) ∧
    frobSq (lowFilled M N - highFilled M N) = 2 * min (N : ℝ) (M - N) := by
  have hs : ∑ i, filled M N i = N := by
    have hf : (Finset.range M).filter (fun i => i < N) = Finset.range N := by
      ext i
      simp only [Finset.mem_filter, Finset.mem_range]
      omega
    have h2 : ∑ i ∈ Finset.range M, (if i < N then (1 : ℝ) else 0) = N := by
      rw [Finset.sum_boole, hf, Finset.card_range]
    exact (Fin.sum_univ_eq_sum_range (fun i => if i < N then (1 : ℝ) else 0) M).trans h2
  have hr : ∑ i : Fin M, filled M N i.rev = N :=
    (Equiv.sum_comp Fin.revPerm (filled M N)).trans hs
  have hsq : ∀ i, filled M N i * filled M N i = filled M N i := by
    intro i
    unfold filled
    split_ifs <;> norm_num
  have mk : ∀ f : Fin M → ℝ, (∀ i, f i * f i = f i) → ∑ i, f i = N →
      IsRelaxedDensity N (diagonal f) ∧ diagonal f * diagonal f = diagonal f := by
    intro f h2 hf
    have hi : diagonal f * diagonal f = diagonal f := by
      simp only [Matrix.diagonal_mul_diagonal, h2]
    exact ⟨isRelaxedDensity_of_projector (Matrix.isSymm_diagonal f) hi
      ((Matrix.trace_diagonal f).trans hf), hi⟩
  have dist : frobSq (lowFilled M N - highFilled M N)
      = ∑ i, (filled M N i - filled M N i.rev) ^ 2 := by
    refine Finset.sum_congr rfl fun i _ => ?_
    rw [Finset.sum_eq_single i]
    · simp only [lowFilled, highFilled, Matrix.sub_apply, Matrix.diagonal_apply_eq]
    · intro j _ hj
      simp [lowFilled, highFilled, hj.symm]
    · simp
  -- either the occupied sets or the empty sets are disjoint
  have pt : ∀ i : Fin M,
      (2 * N ≤ M → (filled M N i - filled M N i.rev) ^ 2
        = filled M N i + filled M N i.rev) ∧
      (M ≤ 2 * N → (filled M N i - filled M N i.rev) ^ 2
        = 2 - (filled M N i + filled M N i.rev)) := by
    intro i
    have hv := Fin.val_rev i
    have hi := i.isLt
    unfold filled
    constructor <;> intro h <;> split_ifs <;> first | (exfalso; omega) | norm_num
  refine ⟨mk _ hsq hs, mk _ (fun i => hsq i.rev) hr, dist.trans ?_⟩
  rcases le_total (2 * N) M with h | h
  · have hc : (2 : ℝ) * N ≤ M := by exact_mod_cast h
    rw [min_eq_left (by linarith), Finset.sum_congr rfl fun i _ => (pt i).1 h,
      Finset.sum_add_distrib, hs, hr]
    ring
  · have hc : (M : ℝ) ≤ 2 * N := by exact_mod_cast h
    rw [min_eq_right (by linarith), Finset.sum_congr rfl fun i _ => (pt i).2 h,
      Finset.sum_sub_distrib, Finset.sum_add_distrib, hs, hr]
    simp only [Finset.sum_const, Finset.card_univ, Fintype.card_fin, nsmul_eq_mul]
    ring
```

## The greatest value for every integer particle number

For natural numbers $N\le M$, consider all values $\lVert D-Q\rVert_F^2$ that occur for two relaxed $M\times M$ densities of trace $N$. The theorem `sharp_sq_diameter` states that $2\min(N,M-N)$ is the greatest of them. In Lean, `IsGreatest` means that the number belongs to the set and is an upper bound for it. The extremal pair supplies membership, and `frobSq_sub_le` supplies the bound. The diameter in the Frobenius norm itself is the square root, $\sqrt{2\min(N,M-N)}$.

Because the extremal pair is idempotent, restricting both matrices to single-determinant densities does not lower the constant. Sharpness is stated for integer $N$ only, and complex Hermitian density matrices are not treated. The theorem also does not require $Q$ to come from the Fock matrix of $D$, so the pairs met in a particular calculation may all lie closer together.

```lean
/-- For `N` particles in `M` orbitals, the largest squared Frobenius distance between two
relaxed densities is `2 min(N, M - N)`. -/
theorem sharp_sq_diameter {M N : ℕ} (hN : N ≤ M) :
    IsGreatest {r : ℝ | ∃ D Q : Matrix (Fin M) (Fin M) ℝ,
      IsRelaxedDensity N D ∧ IsRelaxedDensity N Q ∧ frobSq (D - Q) = r}
      (2 * min (N : ℝ) (M - N)) := by
  constructor
  · obtain ⟨hD, hQ, h⟩ := extremal_pair hN
    exact ⟨_, _, hD.1, hQ.1, h⟩
  · rintro r ⟨D, Q, hD, hQ, rfl⟩
    simpa only [Fintype.card_fin] using frobSq_sub_le hD hQ

end

end RelaxedDensityDiameter
```

```lean
#print axioms RelaxedDensityDiameter.sharp_sq_diameter
```

```
'RelaxedDensityDiameter.sharp_sq_diameter' depends on axioms: [propext, Classical.choice, Quot.sound]
```
